# The Hermitian part of the mixed density matrix of two distinct, non-orthogonal pure states has one eigenvalue above one and one below zero

States are vectors of complex amplitudes in a finite orthonormal basis labelled by `n`, so $\phi$ and $\psi$ have type `n → ℂ`.

```lean
import Mathlib

open Matrix

namespace MixedDensityMatrix

noncomputable section

variable {n : Type*} [Fintype n]
```

The overlap $\langle\phi,\psi\rangle=\sum_i\overline{\phi_i}\,\psi_i$ is conjugate-linear in its first state. Normalisation is the hypothesis `overlap φ φ = 1`, and likewise for $\psi$.

```lean
/-- The overlap `⟨φ, ψ⟩` of two state vectors, conjugate-linear in `φ`. -/
def overlap (φ ψ : n → ℂ) : ℂ := star φ ⬝ᵥ ψ
```

Write $o=\langle\phi,\psi\rangle$ and $r=|o|$, and assume $o\neq0$ wherever it is divided by. The mixed density matrix is $M=\psi\phi^\dagger/o$. It gives the mixed estimator $\langle\phi,A\psi\rangle/o=\operatorname{tr}(MA)$ of an operator $A$.

```lean
/-- The mixed density matrix `ψ φ† / ⟨φ, ψ⟩`, for states with nonzero overlap. -/
def mixedDensity (φ ψ : n → ℂ) : Matrix n n ℂ :=
  (overlap φ ψ)⁻¹ • vecMulVec ψ (star φ)
```

Its Hermitian part is $H=(M+M^\dagger)/2$.

```lean
/-- The Hermitian part `(M + M†) / 2` of a matrix. -/
def hermitianPart (M : Matrix n n ℂ) : Matrix n n ℂ := (1 / 2 : ℂ) • (M + Mᴴ)
```

For a real sign $s=\pm1$, define the unnormalised vector $w_s=(r/o)\,\psi+s\,\phi$. The factor $r/o$ aligns the phase of $\psi$ with that of $\phi$.

```lean
/-- The combination `(|o|/o) ψ + s φ` of the two states, with `o = ⟨φ, ψ⟩` nonzero. -/
def mixedOrbital (φ ψ : n → ℂ) (s : ℝ) : n → ℂ :=
  ((‖overlap φ ψ‖ : ℂ) / overlap φ ψ) • ψ + (s : ℂ) • φ
```

Define also the number $\lambda_s=(1+s/r)/2$.

```lean
/-- The number `(1 + s/|o|) / 2`, with `o = ⟨φ, ψ⟩` nonzero. -/
def mixedOccupation (φ ψ : n → ℂ) (s : ℝ) : ℝ := (1 + s / ‖overlap φ ψ‖) / 2
```

## (a) Linearity of the overlap

Show that $\langle\phi,au+bv\rangle=a\langle\phi,u\rangle+b\langle\phi,v\rangle$.

**Solution.** Expand $\sum_i\overline{\phi_i}(au_i+bv_i)$ and take $a$ and $b$ out of the sums.

```lean
/-- The overlap is linear in its second state. -/
theorem overlap_lin (φ u v : n → ℂ) (a b : ℂ) :
    overlap φ (a • u + b • v) = a * overlap φ u + b * overlap φ v := by
  simp only [overlap, dotProduct_add, dotProduct_smul, smul_eq_mul]
```

## (b) Exchanging the states

Show that $\langle\psi,\phi\rangle=\overline{o}$.

**Solution.** Conjugating $\sum_i\overline{\phi_i}\psi_i$ term by term gives $\sum_i\overline{\psi_i}\phi_i$.

```lean
/-- Exchanging the two states conjugates the overlap. -/
theorem overlap_conj (φ ψ : n → ℂ) : overlap ψ φ = star (overlap φ ψ) := by
  simp [overlap, dotProduct, mul_comm]
```

## (c) The trace

For $o\ne0$, show that $\operatorname{tr}M=1$.

**Solution.** The diagonal entries sum to $\sum_i\psi_i\overline{\phi_i}/o=o/o=1$. Normalisation is not used.

```lean
/-- The mixed density matrix of two states with nonzero overlap has trace one. -/
theorem trace_mixedDensity {φ ψ : n → ℂ} (ho : overlap φ ψ ≠ 0) :
    (mixedDensity φ ψ).trace = 1 := by
  have h : (vecMulVec ψ (star φ)).trace = overlap φ ψ := by
    simp only [Matrix.trace, Matrix.diag_apply, vecMulVec_apply, overlap, dotProduct]
    exact Finset.sum_congr rfl fun i _ => mul_comm _ _
  rw [mixedDensity, Matrix.trace_smul, h, smul_eq_mul, inv_mul_cancel₀ ho]
```

## (d) Action on a vector

Show that, for every $v$,
$$Hv=\frac{\langle\phi,v\rangle}{2o}\,\psi+\frac{\langle\psi,v\rangle}{2\overline{o}}\,\phi .$$

**Solution.** Since $M^\dagger=\phi\psi^\dagger/\overline{o}$, we have $Mv=\psi\langle\phi,v\rangle/o$ and $M^\dagger v=\phi\langle\psi,v\rangle/\overline{o}$. Take half the sum. The Lean proof does this for each component $i$: `h` splits the summand, and summing over $j$ produces the two overlaps.

```lean
/-- The Hermitian part of the mixed density matrix sends every vector into the span of
the two states, with these coefficients. -/
theorem hermitianPart_mulVec (φ ψ v : n → ℂ) :
    hermitianPart (mixedDensity φ ψ) *ᵥ v =
      ((overlap φ ψ)⁻¹ * overlap φ v / 2) • ψ +
        ((star (overlap φ ψ))⁻¹ * overlap ψ v / 2) • φ := by
  ext i
  have h : ∀ j, hermitianPart (mixedDensity φ ψ) i j * v j =
      ((overlap φ ψ)⁻¹ * ψ i / 2) * (star (φ j) * v j) +
        ((star (overlap φ ψ))⁻¹ * φ i / 2) * (star (ψ j) * v j) := by
    intro j
    simp [hermitianPart, mixedDensity, vecMulVec_apply]
    ring
  calc _ = ∑ j, hermitianPart (mixedDensity φ ψ) i j * v j := rfl
    _ = ((overlap φ ψ)⁻¹ * ψ i / 2) * overlap φ v +
        ((star (overlap φ ψ))⁻¹ * φ i / 2) * overlap ψ v := by
      simp only [h, Finset.sum_add_distrib, ← Finset.mul_sum]
      rfl
    _ = _ := by
      simp only [Pi.add_apply, Pi.smul_apply, smul_eq_mul]
      ring
```

## (e) Two eigenvectors

For unit states with $o\neq0$ and $s^2=1$, show that $Hw_s=\lambda_sw_s$, and that $w_s\ne0$ if $r<1$.

**Solution.** By (a) and (b), $\langle\phi,w_s\rangle=r+s$ and $\langle\psi,w_s\rangle=r/o+s\overline{o}$. In (d), the coefficient of $\psi$ is
$$\frac{r+s}{2o}=\lambda_s\frac{r}{o}.$$
Since $\overline{o}o=r^2$ and $s^2=1$, that of $\phi$ is
$$\frac12\left(\frac{r}{\overline{o}o}+s\right)=\frac12\left(\frac1r+s\right)=\lambda_ss.$$
If $w_s=0$, then $r+s=0$, hence $r=1$, which contradicts $r<1$. The normalised eigenvector is $w_s/\sqrt{2(1+sr)}$.

In Lean, `congr 2` separates the two coefficients; `hoo` is $\overline{o}o=r^2$.

```lean
/-- For unit states with nonzero overlap `o` and `s = ±1`, the vector `(|o|/o) ψ + s φ` satisfies
the eigenvalue equation of the Hermitian part of the mixed density matrix with eigenvalue
`(1 + s/|o|)/2`; it is nonzero if `|o| < 1`. -/
theorem mixedOrbital_eigen {φ ψ : n → ℂ} (hφ : overlap φ φ = 1) (hψ : overlap ψ ψ = 1)
    (ho : overlap φ ψ ≠ 0) {s : ℝ} (hs : s ^ 2 = 1) :
    hermitianPart (mixedDensity φ ψ) *ᵥ mixedOrbital φ ψ s =
      (mixedOccupation φ ψ s : ℂ) • mixedOrbital φ ψ s ∧
    (‖overlap φ ψ‖ < 1 → mixedOrbital φ ψ s ≠ 0) := by
  have hr : (‖overlap φ ψ‖ : ℂ) ≠ 0 := by exact_mod_cast norm_ne_zero_iff.mpr ho
  have hso : star (overlap φ ψ) ≠ 0 := star_ne_zero.mpr ho
  have hoo : star (overlap φ ψ) * overlap φ ψ = (‖overlap φ ψ‖ : ℂ) ^ 2 :=
    Complex.conj_mul' _
  have hsc : (s : ℂ) ^ 2 = 1 := by exact_mod_cast hs
  constructor
  · have h : (star (overlap φ ψ))⁻¹ * ((‖overlap φ ψ‖ : ℂ) / overlap φ ψ) =
        (‖overlap φ ψ‖ : ℂ)⁻¹ := by
      calc _ = (‖overlap φ ψ‖ : ℂ) / (star (overlap φ ψ) * overlap φ ψ) := by field_simp
        _ = _ := by rw [hoo]; field_simp
    have h2 := inv_mul_cancel₀ hso
    rw [hermitianPart_mulVec, mixedOrbital, overlap_lin, overlap_lin, hφ, hψ,
      overlap_conj φ ψ, smul_add, smul_smul, smul_smul, mixedOccupation]
    push_cast
    -- compare the coefficients of `ψ` and of `φ`
    congr 2
    · field_simp
    · linear_combination h / 2 + s * h2 / 2 - hsc * (‖overlap φ ψ‖ : ℂ)⁻¹ / 2
  · intro h1 h0
    have e : overlap φ (mixedOrbital φ ψ s) = 0 := by rw [h0]; simp [overlap]
    rw [mixedOrbital, overlap_lin, hφ, div_mul_cancel₀ _ ho, mul_one] at e
    have e' : ‖overlap φ ψ‖ + s = 0 := by exact_mod_cast e
    nlinarith [norm_nonneg (overlap φ ψ)]
```

## (f) No other eigenvectors with nonzero eigenvalue

Let the states be normalised with $o\neq0$, and let $Hv=\mu v$ with $v\ne0$ and complex $\mu\neq0$. Show that, for some $s=\pm1$ and some complex $c$,
$$\mu=\lambda_s,\qquad v=c\,w_s .$$

**Solution.** Put $x=\langle\phi,v\rangle$ and $y=\langle\psi,v\rangle$. Projecting the eigenvalue equation on $\phi$ and on $\psi$ gives
$$\frac{x}{2}+\frac{y}{2\overline{o}}=\mu x,\qquad \frac{x}{2o}+\frac{y}{2}=\mu y,$$
that is, $y/\overline{o}=(2\mu-1)x$ and $x/o=(2\mu-1)y$ (`f1` and `f2`). If $x=0$, then $y=0$, so $\mu v=0$, which is impossible. Eliminating $y$ and cancelling $x$ gives $((2\mu-1)r)^2=1$ (`hsq`). Hence $(2\mu-1)r=s=\pm1$ and $\mu=\lambda_s$. Finally,
$$\mu v=\frac{x}{2o}\psi+\frac{sx}{2r}\phi=\frac{x}{2r}w_s,$$
so $c=x/(2\mu r)$.

```lean
/-- For unit states with nonzero overlap `o`, every eigenvector of the Hermitian part of the mixed
density matrix with nonzero eigenvalue is a multiple of `(|o|/o) ψ + s φ` with `s = ±1`, and its
eigenvalue is `(1 + s/|o|)/2`. -/
theorem eigenvector_form {φ ψ v : n → ℂ} {μ : ℂ} (hφ : overlap φ φ = 1)
    (hψ : overlap ψ ψ = 1) (ho : overlap φ ψ ≠ 0) (hμ : μ ≠ 0) (hv : v ≠ 0)
    (e : hermitianPart (mixedDensity φ ψ) *ᵥ v = μ • v) :
    ∃ s : ℝ, (s = 1 ∨ s = -1) ∧ μ = mixedOccupation φ ψ s ∧
      ∃ c : ℂ, v = c • mixedOrbital φ ψ s := by
  have hr : (‖overlap φ ψ‖ : ℂ) ≠ 0 := by exact_mod_cast norm_ne_zero_iff.mpr ho
  have hoo : star (overlap φ ψ) * overlap φ ψ = (‖overlap φ ψ‖ : ℂ) ^ 2 :=
    Complex.conj_mul' _
  have hi := inv_mul_cancel₀ ho
  have hj := inv_mul_cancel₀ (star_ne_zero.mpr ho)
  have hsm : ∀ u, overlap u (μ • v) = μ * overlap u v := fun u => by
    simp only [overlap, dotProduct_smul, smul_eq_mul]
  rw [hermitianPart_mulVec] at e
  -- project the eigenvalue equation on the two states
  have e1 := congrArg (overlap φ) e
  have e2 := congrArg (overlap ψ) e
  rw [overlap_lin, hsm, hφ] at e1
  rw [overlap_lin, hsm, hψ, overlap_conj φ ψ] at e2
  have f1 : (star (overlap φ ψ))⁻¹ * overlap ψ v = (2 * μ - 1) * overlap φ v := by
    linear_combination 2 * e1 - overlap φ v * hi
  have f2 : (overlap φ ψ)⁻¹ * overlap φ v = (2 * μ - 1) * overlap ψ v := by
    linear_combination 2 * e2 - overlap ψ v * hj
  have hx : overlap φ v ≠ 0 := by
    intro hx
    have h0 : μ • v = 0 := by rw [← e, f1, hx]; simp
    exact hv ((smul_eq_zero.mp h0).resolve_left hμ)
  -- the secular equation
  have hsq : ((2 * μ - 1) * (‖overlap φ ψ‖ : ℂ)) ^ 2 = 1 := by
    apply mul_left_cancel₀ hx
    linear_combination -overlap φ v * (2 * μ - 1) ^ 2 * hoo
      - (2 * μ - 1) * star (overlap φ ψ) * overlap φ ψ * f1
      + (2 * μ - 1) * overlap φ ψ * overlap ψ v * hj - overlap φ ψ * f2 + overlap φ v * hi
  obtain ⟨s, hs, h⟩ : ∃ s : ℝ, (s = 1 ∨ s = -1) ∧
      (2 * μ - 1) * (‖overlap φ ψ‖ : ℂ) = s := by
    have hf : ((2 * μ - 1) * (‖overlap φ ψ‖ : ℂ) - 1) *
        ((2 * μ - 1) * (‖overlap φ ψ‖ : ℂ) + 1) = 0 := by linear_combination hsq
    rcases mul_eq_zero.mp hf with h | h
    · exact ⟨1, Or.inl rfl, by push_cast; linear_combination h⟩
    · exact ⟨-1, Or.inr rfl, by push_cast; linear_combination h⟩
  have hm : (s : ℂ) / (‖overlap φ ψ‖ : ℂ) = 2 * μ - 1 := by
    rw [← h, mul_div_cancel_right₀ _ hr]
  refine ⟨s, hs, ?_, overlap φ v / (2 * μ * (‖overlap φ ψ‖ : ℂ)), ?_⟩
  · rw [mixedOccupation]
    push_cast
    linear_combination -hm / 2
  · refine (inv_smul_smul₀ hμ v).symm.trans ?_
    rw [← e, f1, mixedOrbital, ← h]
    simp only [smul_add, smul_smul]
    congr 2 <;> field_simp
```

## (g) The nonzero spectrum

For unit states with $0<r<1$, show that the nonzero eigenvalues of $H$ are exactly
$$\frac{1+1/r}{2}>1,\qquad \frac{1-1/r}{2}<0 .$$

**Solution.** Part (f) leaves only these two values, and (e) supplies a nonzero eigenvector for each. The bounds follow from $1/r>1$. By (f), the eigenspace of each of these two values is one-dimensional. In Lean the first claim is an equivalence for every complex $\mu$, and its two directions use `eigenvector_form` and `mixedOrbital_eigen`.

Diffusion Monte Carlo gives mixed estimators with $\phi$ the trial state and $\psi$ the projected state. For a single particle, if both states lie in the span of a finite orthonormal orbital basis, these eigenvalues are the nonzero occupations obtained by symmetrising the mixed density matrix in that basis; they cannot be read as probabilities. The reduced density matrices of many-electron states need a separate analysis.

```lean
/-- For unit states with `0 < |o| < 1`, the nonzero eigenvalues of the Hermitian part of the
mixed density matrix are exactly `(1 + 1/|o|)/2`, above one, and `(1 - 1/|o|)/2`, below zero. -/
theorem mixedDensity_spectrum {φ ψ : n → ℂ} (hφ : overlap φ φ = 1) (hψ : overlap ψ ψ = 1)
    (ho : overlap φ ψ ≠ 0) (h1 : ‖overlap φ ψ‖ < 1) :
    (∀ μ : ℂ, (μ ≠ 0 ∧ ∃ v ≠ 0, hermitianPart (mixedDensity φ ψ) *ᵥ v = μ • v) ↔
      μ = ((1 + 1 / ‖overlap φ ψ‖) / 2 : ℝ) ∨ μ = ((1 - 1 / ‖overlap φ ψ‖) / 2 : ℝ)) ∧
    1 < (1 + 1 / ‖overlap φ ψ‖) / 2 ∧ (1 - 1 / ‖overlap φ ψ‖) / 2 < 0 := by
  have hinv : 1 < 1 / ‖overlap φ ψ‖ := one_lt_one_div (norm_pos_iff.mpr ho) h1
  have hneg : mixedOccupation φ ψ (-1) = (1 - 1 / ‖overlap φ ψ‖) / 2 := by
    rw [mixedOccupation]
    ring
  refine ⟨fun μ => ⟨?_, ?_⟩, by linarith, by linarith⟩
  · rintro ⟨hμ, v, hv, e⟩
    obtain ⟨s, rfl | rfl, h, -⟩ := eigenvector_form hφ hψ ho hμ hv e
    · exact Or.inl h
    · exact Or.inr (by rw [h, hneg])
  · rintro (rfl | rfl)
    · have h := mixedOrbital_eigen hφ hψ ho (s := 1) (by norm_num)
      exact ⟨Complex.ofReal_ne_zero.mpr (by linarith), _, h.2 h1, h.1⟩
    · have h := mixedOrbital_eigen hφ hψ ho (s := -1) (by norm_num)
      rw [hneg] at h
      exact ⟨Complex.ofReal_ne_zero.mpr (by linarith), _, h.2 h1, h.1⟩

end

end MixedDensityMatrix
```

```lean
#print axioms MixedDensityMatrix.trace_mixedDensity
-- 'MixedDensityMatrix.trace_mixedDensity' depends on axioms: [propext, Classical.choice, Quot.sound]
#print axioms MixedDensityMatrix.mixedDensity_spectrum
-- 'MixedDensityMatrix.mixedDensity_spectrum' depends on axioms: [propext, Classical.choice, Quot.sound]
```

## Overlap 3/5 and overlap 1

Take $\phi=(1,0)$ and $\psi=(3/5,4/5)$, so $o=3/5$ and
$$M=\begin{pmatrix}1&0\\4/3&0\end{pmatrix},\qquad H=\begin{pmatrix}1&2/3\\2/3&0\end{pmatrix}.$$
The characteristic equation $\lambda^2-\lambda-4/9=0$ has the roots $4/3$ and $-1/3$, with normalised eigenvectors $(2,1)/\sqrt5$ and $(-1,2)/\sqrt5$.

Without the hypothesis $r<1$, the conclusion of (g) fails: for $\psi=\phi$, $H=\phi\phi^\dagger$ has $1$ as its only nonzero eigenvalue.
